# A nonconstant Jacobi-rotation energy with harmonics 2x and 4x has at most four stationary points in 0 ≤ x < π

Let x be the real angle of a rotation between two orbitals, and let a, b, c, d be real coefficients. The energy along the rotation is taken to be

E(x) = a cos 2x + b sin 2x + c cos 4x + d sin 4x.

```lean
import Mathlib

open Polynomial

namespace JacobiRotation

noncomputable section
```

In Lean, E is `jacobiEnergy a b c d`, a function from ℝ to ℝ. Its coefficients are free parameters and are not computed from integrals.

```lean
/-- The energy as a function of the angle `x` of a rotation between two orbitals. -/
def jacobiEnergy (a b c d x : ℝ) : ℝ :=
  a * Real.cos (2 * x) + b * Real.sin (2 * x) + c * Real.cos (4 * x) + d * Real.sin (4 * x)
```

A stationary point is a zero of the derivative E′ in the half-open interval [0, π), which is one period of E. Minima, maxima and stationary inflections all count, each once.

```lean
/-- The stationary points of the rotation energy in the interval `0 ≤ x < π`. -/
def stationaryPoints (a b c d : ℝ) : Set ℝ :=
  {x | x ∈ Set.Ico 0 Real.pi ∧ deriv (jacobiEnergy a b c d) x = 0}
```

The angle is encoded as a point on the unit circle,

z = exp(2ix) = cos 2x + i sin 2x.

```lean
/-- The point `exp (2 i x)` of the unit circle, given by its real and imaginary parts. -/
def phase (x : ℝ) : ℂ := ⟨Real.cos (2 * x), Real.sin (2 * x)⟩
```

For a real constant e, the zeros of e + E will be compared with the roots of

P(z) = (c − id)z⁴ + (a − ib)z³ + 2e z² + (a + ib)z + (c + id).

```lean
/-- The complex quartic associated with the shifted energy `e + jacobiEnergy a b c d x`. -/
def phasePolynomial (e a b c d : ℝ) : ℂ[X] :=
  C ((c : ℂ) - d * Complex.I) * X ^ 4 + C ((a : ℂ) - b * Complex.I) * X ^ 3
    + C (2 * (e : ℂ)) * X ^ 2 + C ((a : ℂ) + b * Complex.I) * X
    + C ((c : ℂ) + d * Complex.I)
```

## From orbital coefficients to harmonics

The energy of two electrons confined to the rotated pair, with fixed real configuration coefficients, is a quartic form in cos x and sin x; one-electron terms become quartic on multiplication by cos²x + sin²x = 1. The double-angle formulas give

cos⁴x = (3 + 4 cos 2x + cos 4x)/8
cos³x sin x = (2 sin 2x + sin 4x)/8
cos²x sin²x = (1 − cos 4x)/8
cos x sin³x = (2 sin 2x − sin 4x)/8
sin⁴x = (3 − 4 cos 2x + cos 4x)/8.

Every such form is therefore a constant plus some E. Terms of odd degree in cos x and sin x, which coupling to other orbitals can produce, are not covered. The proof expands the harmonics instead, eliminates higher powers of sin x, and compares both sides with `ring`.

```lean
/-- A quartic form in the rotation coefficients `cos x` and `sin x` is a constant plus a
Jacobi-rotation energy. -/
theorem quartic_form_eq_jacobiEnergy (p q r s t x : ℝ) :
    p * Real.cos x ^ 4 + q * Real.cos x ^ 3 * Real.sin x
      + r * Real.cos x ^ 2 * Real.sin x ^ 2 + s * Real.cos x * Real.sin x ^ 3
      + t * Real.sin x ^ 4
    = (3 * p + r + 3 * t) / 8
      + jacobiEnergy ((p - t) / 2) ((q + s) / 4) ((p - r + t) / 8) ((q - s) / 8) x := by
  have h2 : Real.sin x ^ 2 = 1 - Real.cos x ^ 2 := by
    linarith [Real.sin_sq_add_cos_sq x]
  have h3 : Real.sin x ^ 3 = Real.sin x * (1 - Real.cos x ^ 2) := by
    rw [← h2]; ring
  have h4 : Real.sin x ^ 4 = (1 - Real.cos x ^ 2) ^ 2 := by
    rw [← h2]; ring
  have e4 : 4 * x = 2 * (2 * x) := by ring
  unfold jacobiEnergy
  rw [e4, Real.cos_two_mul (2 * x), Real.sin_two_mul (2 * x), Real.cos_two_mul x,
    Real.sin_two_mul x, h2, h3, h4]
  ring
```

## The derivative has the same form

Differentiation gives

E′(x) = 2b cos 2x − 2a sin 2x + 4d cos 4x − 4c sin 4x,

which is again a Jacobi-rotation energy, with coefficients (2b, −2a, 4d, −4c). `HasDerivAt` states that this is the actual derivative at x.

```lean
/-- The derivative of the energy with respect to the rotation angle. -/
theorem hasDerivAt_jacobiEnergy (a b c d x : ℝ) :
    HasDerivAt (jacobiEnergy a b c d) (jacobiEnergy (2 * b) (-2 * a) (4 * d) (-4 * c) x) x := by
  have h2 : HasDerivAt (fun y : ℝ => 2 * y) 2 x :=
    ((hasDerivAt_id' x).const_mul 2).congr_deriv (by norm_num)
  have h4 : HasDerivAt (fun y : ℝ => 4 * y) 4 x :=
    ((hasDerivAt_id' x).const_mul 4).congr_deriv (by norm_num)
  exact ((((h2.cos.const_mul a).fun_add (h2.sin.const_mul b)).fun_add
    (h4.cos.const_mul c)).fun_add (h4.sin.const_mul d)).congr_deriv
      (by unfold jacobiEnergy; ring)
```

## Zeros become roots of a quartic

Two angles x, y in [0, π) with the same phase satisfy cos 2(x − y) = 1, so sin(x − y) = 0. Since |x − y| < π, it follows that x = y.

```lean
/-- Different rotation angles in `0 ≤ x < π` have different phases `exp (2 i x)`. -/
theorem phase_injOn : Set.InjOn phase (Set.Ico 0 Real.pi) := by
  intro x hx y hy h
  have hre : Real.cos (2 * x) = Real.cos (2 * y) := by
    simpa only [phase] using congrArg Complex.re h
  have him : Real.sin (2 * x) = Real.sin (2 * y) := by
    simpa only [phase] using congrArg Complex.im h
  have h1 : Real.cos (2 * (x - y)) = 1 := by
    rw [mul_sub, Real.cos_sub, hre, him]
    linarith [Real.sin_sq_add_cos_sq (2 * y)]
  have h2 : Real.sin (x - y) ^ 2 = 0 := by
    linarith [Real.cos_two_mul (x - y), Real.sin_sq_add_cos_sq (x - y)]
  have h3 : Real.sin (x - y) = 0 := (pow_eq_zero_iff two_ne_zero).mp h2
  have h4 := (Real.sin_eq_zero_iff_of_lt_of_lt (by linarith [hx.1, hy.2])
    (by linarith [hx.2, hy.1])).mp h3
  linarith
```

Write u = cos 2x, v = sin 2x, z = u + iv and w = u − iv. Then zw = u² + v² = 1, and

2(e + E) = 2e + (a − ib)z + (a + ib)w + (c − id)z² + (c + id)w².

Multiplying by z² and using zw = 1 turns the right-hand side into P(z). A zero of e + E thus gives a root of P. In the proof, `hzw` is the relation zw = 1, `hX` says that the right-hand side displayed above is zero, and the last `linear_combination` performs the multiplication.

```lean
/-- If `u + i v` lies on the unit circle and the shifted energy, written in `u = cos 2x` and
`v = sin 2x`, vanishes, then `u + i v` is a root of the associated quartic. -/
theorem phasePolynomial_root (e a b c d u v : ℝ) (huv : u ^ 2 + v ^ 2 = 1)
    (hT : e + (a * u + b * v + c * (u ^ 2 - v ^ 2) + d * (2 * v * u)) = 0) :
    (phasePolynomial e a b c d).eval (⟨u, v⟩ : ℂ) = 0 := by
  have huv' : (u : ℂ) ^ 2 + (v : ℂ) ^ 2 = 1 := by exact_mod_cast huv
  have hT' : (e : ℂ) + (a * u + b * v + c * ((u : ℂ) ^ 2 - (v : ℂ) ^ 2)
      + d * (2 * v * u)) = 0 := by exact_mod_cast hT
  rw [Complex.mk_eq_add_mul_I]
  simp only [phasePolynomial, eval_add, eval_mul, eval_C, eval_pow, eval_X]
  -- z is the phase and w its complex conjugate, which is also its inverse
  obtain ⟨z, hz⟩ : ∃ z : ℂ, z = u + v * Complex.I := ⟨_, rfl⟩
  obtain ⟨w, hw⟩ : ∃ w : ℂ, w = u - v * Complex.I := ⟨_, rfl⟩
  have hzw : z * w = 1 := by
    rw [hz, hw]
    linear_combination huv' - (v : ℂ) ^ 2 * Complex.I_sq
  have hX : 2 * (e : ℂ) + (a - b * Complex.I) * z + (a + b * Complex.I) * w
      + (c - d * Complex.I) * z ^ 2 + (c + d * Complex.I) * w ^ 2 = 0 := by
    rw [hz, hw]
    linear_combination 2 * hT' + (-2 * (b : ℂ) * v + 2 * c * (v : ℂ) ^ 2
      - 4 * d * u * v) * Complex.I_sq
  rw [← hz]
  linear_combination z ^ 2 * hX
    + (-(a + b * Complex.I) * z - (c + d * Complex.I) * (z * w + 1)) * hzw
```

If P is the zero polynomial, its coefficients of z⁴, z³ and z² vanish. Their real and imaginary parts give c = d = 0, a = b = 0 and e = 0.

```lean
/-- The quartic is not the zero polynomial unless `e`, `a`, `b`, `c` and `d` are all zero. -/
theorem phasePolynomial_ne_zero (e a b c d : ℝ)
    (h : ¬(e = 0 ∧ a = 0 ∧ b = 0 ∧ c = 0 ∧ d = 0)) : phasePolynomial e a b c d ≠ 0 := by
  intro hP
  have k4 := congrArg (fun p : ℂ[X] => p.coeff 4) hP
  have k3 := congrArg (fun p : ℂ[X] => p.coeff 3) hP
  have k2 := congrArg (fun p : ℂ[X] => p.coeff 2) hP
  simp only [phasePolynomial, coeff_add, coeff_C_mul, coeff_X_pow, coeff_X, coeff_C,
    coeff_zero] at k4 k3 k2
  have h4 : (c : ℂ) - d * Complex.I = 0 := by simpa using k4
  have h3 : (a : ℂ) - b * Complex.I = 0 := by simpa using k3
  have h2 : e = 0 := by simpa using k2
  have hcd : c = 0 ∧ d = 0 := by simpa using Complex.ext_iff.mp h4
  have hab : a = 0 ∧ b = 0 := by simpa using Complex.ext_iff.mp h3
  exact h ⟨h2, hab.1, hab.2, hcd.1, hcd.2⟩
```

A nonzero polynomial of degree at most four has at most four roots. Distinct angles have distinct phases, so e + E has at most four zeros in [0, π). The count uses `Set.encard`, which is infinite for an infinite set, so the bound also proves finiteness.

```lean
/-- A constant `e` plus a Jacobi-rotation energy with coefficients `a`, `b`, `c`, `d`, where these
five numbers are not all zero, vanishes at no more than four angles in `0 ≤ x < π`. -/
theorem encard_zeros_le_four (e a b c d : ℝ)
    (h : ¬(e = 0 ∧ a = 0 ∧ b = 0 ∧ c = 0 ∧ d = 0)) :
    {x | x ∈ Set.Ico 0 Real.pi ∧ e + jacobiEnergy a b c d x = 0}.encard ≤ 4 := by
  have hP := phasePolynomial_ne_zero e a b c d h
  have hdeg : (phasePolynomial e a b c d).natDegree ≤ 4 := by
    unfold phasePolynomial
    compute_degree
  have hcard : (phasePolynomial e a b c d).roots.toFinset.card ≤ 4 :=
    (Multiset.toFinset_card_le _).trans ((card_roots' _).trans hdeg)
  -- the phases of the zeros are roots of the quartic
  have hsub : phase '' {x | x ∈ Set.Ico 0 Real.pi ∧ e + jacobiEnergy a b c d x = 0}
      ⊆ ((phasePolynomial e a b c d).roots.toFinset : Set ℂ) := by
    rintro _ ⟨x, ⟨_, hx⟩, rfl⟩
    rw [Finset.mem_coe, Multiset.mem_toFinset, mem_roots hP]
    refine phasePolynomial_root e a b c d _ _ (Real.cos_sq_add_sin_sq (2 * x)) ?_
    have e4 : 4 * x = 2 * (2 * x) := by ring
    unfold jacobiEnergy at hx
    rw [e4, Real.cos_two_mul' (2 * x), Real.sin_two_mul (2 * x)] at hx
    exact hx
  rw [← (phase_injOn.mono (fun x hx => hx.1)).encard_image]
  refine (Set.encard_le_encard hsub).trans ?_
  rw [Set.encard_coe_eq_coe_finsetCard]
  exact_mod_cast hcard
```

## Counting stationary points and energy values

Apply this count to E′, with e = 0. Its coefficients all vanish only if a = b = c = d = 0, which the hypothesis excludes. Without that hypothesis the bound fails: E = 0 is stationary at every angle.

```lean
/-- A Jacobi-rotation energy with coefficients not all zero has at most four stationary points
in `0 ≤ x < π`. -/
theorem encard_stationaryPoints_le_four (a b c d : ℝ)
    (h : ¬(a = 0 ∧ b = 0 ∧ c = 0 ∧ d = 0)) : (stationaryPoints a b c d).encard ≤ 4 := by
  have key := encard_zeros_le_four 0 (2 * b) (-2 * a) (4 * d) (-4 * c) (by
    rintro ⟨_, hb, ha, hd, hc⟩
    exact h ⟨by linarith, by linarith, by linarith, by linarith⟩)
  simpa only [stationaryPoints, (hasDerivAt_jacobiEnergy a b c d _).deriv, zero_add] using key
```

In a program that optimises one orbital pair at a time, the quartic for E′ can be solved numerically. One keeps the roots with |z| = 1 to within a numerical tolerance, recovers x = arg(z)/2 modulo π, and compares the energies at these angles. For an energy of this one-parameter form, at most four candidates need comparing to find the global minimum over the angle.

The same count applies to a level E(x) = v, where v now denotes an energy value: set e = −v. Unless a = b = c = d = 0, no value is taken at more than four angles in the interval.

```lean
/-- A Jacobi-rotation energy with coefficients not all zero takes any given value `v` at no more
than four angles in `0 ≤ x < π`. -/
theorem encard_level_le_four (a b c d v : ℝ) (h : ¬(a = 0 ∧ b = 0 ∧ c = 0 ∧ d = 0)) :
    {x | x ∈ Set.Ico 0 Real.pi ∧ jacobiEnergy a b c d x = v}.encard ≤ 4 := by
  refine (Set.encard_le_encard ?_).trans
    (encard_zeros_le_four (-v) a b c d (fun hh => h hh.2))
  rintro x ⟨hx, hv⟩
  exact ⟨hx, by rw [hv]; ring⟩
```

## Four stationary points for cos 4x

For E(x) = cos 4x,

E′(x) = −4 sin 4x,

so stationarity means 4x = nπ with n an integer. The condition 0 ≤ x < π leaves n = 0, 1, 2, 3, hence x = 0, π/4, π/2, 3π/4. The proof finds these integers with `omega`, checks the converse, and shows that the four angles are distinct. The bound is attained.

```lean
/-- The stationary points of `cos 4x` in `0 ≤ x < π` are `0`, `π/4`, `π/2` and `3π/4`, and they
are four in number. -/
theorem stationaryPoints_cos_four :
    stationaryPoints 0 0 1 0 = {0, Real.pi / 4, Real.pi / 2, 3 * Real.pi / 4} ∧
      (stationaryPoints 0 0 1 0).encard = 4 := by
  have hpi := Real.pi_pos
  have hset : stationaryPoints 0 0 1 0
      = {0, Real.pi / 4, Real.pi / 2, 3 * Real.pi / 4} := by
    ext x
    have hd : deriv (jacobiEnergy 0 0 1 0) x = -4 * Real.sin (4 * x) := by
      rw [(hasDerivAt_jacobiEnergy 0 0 1 0 x).deriv]
      unfold jacobiEnergy
      ring
    simp only [stationaryPoints, Set.mem_ofPred_eq, Set.mem_insert_iff,
      Set.mem_singleton_iff, hd]
    constructor
    · rintro ⟨⟨h0, h1⟩, hs⟩
      obtain ⟨n, hn⟩ := Real.sin_eq_zero_iff.mp (by linarith : Real.sin (4 * x) = 0)
      -- the interval leaves only n = 0, 1, 2, 3
      have l0 : (0 : ℝ) ≤ n :=
        le_of_mul_le_mul_right (by linarith : (0 : ℝ) * Real.pi ≤ n * Real.pi) hpi
      have l1 : (n : ℝ) < 4 :=
        lt_of_mul_lt_mul_right (by linarith : (n : ℝ) * Real.pi < 4 * Real.pi) hpi.le
      have m0 : 0 ≤ n := by exact_mod_cast l0
      have m1 : n < 4 := by exact_mod_cast l1
      have hn' : x = n * Real.pi / 4 := by linarith
      obtain rfl | rfl | rfl | rfl : n = 0 ∨ n = 1 ∨ n = 2 ∨ n = 3 := by omega
      · left; rw [hn']; push_cast; ring
      · right; left; rw [hn']; push_cast; ring
      · right; right; left; rw [hn']; push_cast; ring
      · right; right; right; rw [hn']; push_cast; ring
    · intro hx
      have hs : Real.sin (4 * x) = 0 := by
        rw [Real.sin_eq_zero_iff]
        rcases hx with h | h | h | h
        · exact ⟨0, by rw [h]; push_cast; ring⟩
        · exact ⟨1, by rw [h]; push_cast; ring⟩
        · exact ⟨2, by rw [h]; push_cast; ring⟩
        · exact ⟨3, by rw [h]; push_cast; ring⟩
      refine ⟨?_, by rw [hs]; ring⟩
      rcases hx with h | h | h | h <;> constructor <;> linarith
  refine ⟨hset, ?_⟩
  rw [hset, Set.encard_insert_of_notMem, Set.encard_insert_of_notMem,
    Set.encard_insert_of_notMem, Set.encard_singleton]
  · norm_num
  · intro h
    simp only [Set.mem_singleton_iff] at h
    linarith
  · intro h
    simp only [Set.mem_insert_iff, Set.mem_singleton_iff] at h
    rcases h with h | h <;> linarith
  · intro h
    simp only [Set.mem_insert_iff, Set.mem_singleton_iff] at h
    rcases h with h | h | h <;> linarith

end

end JacobiRotation
```

```lean
#print axioms JacobiRotation.quartic_form_eq_jacobiEnergy
-- 'JacobiRotation.quartic_form_eq_jacobiEnergy' depends on axioms: [propext, Classical.choice, Quot.sound]
#print axioms JacobiRotation.encard_stationaryPoints_le_four
-- 'JacobiRotation.encard_stationaryPoints_le_four' depends on axioms: [propext, Classical.choice, Quot.sound]
#print axioms JacobiRotation.encard_level_le_four
-- 'JacobiRotation.encard_level_le_four' depends on axioms: [propext, Classical.choice, Quot.sound]
#print axioms JacobiRotation.stationaryPoints_cos_four
-- 'JacobiRotation.stationaryPoints_cos_four' depends on axioms: [propext, Classical.choice, Quot.sound]
```
